# A slope jump at the sphere radius gives the radial Laplacian a delta shell

## The surface term in the kinetic energy

When a calculation obtains APW+lo kinetic matrix elements by applying $-\tfrac12\nabla^2$ separately inside the spheres and in the interstitial, it must add a surface term at the sphere boundary. Up to the angular-momentum cutoff the basis functions are continuous there, but their slopes may jump, and the two separate integrals miss the kinetic energy held in the kink.

The model here is one real, spherically symmetric function $f(r)$ on a finite interval $[a,b]$, with the sphere radius $R$ inside it. For such a function $(r^2f')'=r^2\nabla^2f$. Write $f'(R^-)$ and $f'(R^+)$ for the slopes from inside and outside, and

$$K=f'(R^+)-f'(R^-).$$

## The identity and its Lean form

Let $f$ be C² on $[a,R]$ and on $[R,b]$, and let $\varphi$ be a C² test function on $[a,b]$ with $\varphi$ and $\varphi'$ zero at both ends. Then `delta_shell` states

$$\int_a^b f\,(r^2\varphi')'\,dr=\int_a^R (r^2f')'\varphi\,dr+\int_R^b (r^2f')'\varphi\,dr+R^2K\varphi(R).$$

In Lean, `radialFlux` is $r^2f'$, `radialDiv` is $(r^2f')'$ and `kink` is $K$. Each takes its derivatives with `derivWithin` on a closed interval, so endpoint derivatives are one-sided. The smoothness hypotheses are `ContDiffOn ℝ 2`. Continuity of $f$ at $R$ needs no hypothesis of its own, because both closed intervals contain $R$. The sign of $a$ is free, though a radius requires $a\ge0$.

The delta shell appears only through its action on $\varphi$; no distribution is constructed. Angular dependence and the true shape of the interstitial are not covered.

## Integration by parts on each side

On an interval $[p,q]$, the product rule gives

$$(r^2u'w)'=(r^2u')'w+r^2u'w'.$$

Integrating gives Green's first identity:

$$\int_p^q(r^2u')'w\,dr=[r^2u'w]_p^q-\int_p^q r^2u'w'\,dr.$$

Exchange $u$ and $w$ and subtract. The gradient integrals cancel, leaving

$$\int_p^q u(r^2w')'\,dr=\int_p^q(r^2u')'w\,dr+[r^2(uw'-u'w)]_p^q.$$

Now set $w=\varphi$, with $u$ on $[a,R]$ and a separate function $v$ on $[R,b]$. The terms at $a$ and $b$ vanish. Those at $R$ add up to

$$R^2\bigl(v'(R^+)-u'(R^-)\bigr)\varphi(R)-R^2\bigl(v(R)-u(R)\bigr)\varphi'(R).$$

The first term is a delta shell, the second a dipole layer. For $u=v=f$ the dipole layer is zero, and the identity follows.

For the kinetic energy, let $g$ be C¹ on each closed piece and zero at $a$ and $b$. The first identity on both pieces gives

$$\int_a^b r^2f'g'\,dr=-\int_a^R(r^2f')'g\,dr-\int_R^b(r^2f')'g\,dr-R^2Kg(R),$$

with the left side also taken piecewise. Here $g$ may have a kink too. At $a=0$ the factor $r^2$ already removes the boundary term at the origin, so the identity also holds when $g(0)\ne0$, as for an s-type basis function; the Lean theorem still assumes $g(a)=0$. The kinetic matrix element $\tfrac12\int\nabla f\cdot\nabla g\,d^3r$ over the region is $2\pi$ times the left side, so its surface term is $-2\pi R^2Kg(R)$.

## A kink worked in numbers

For $f=|r-R|$ the slopes are $-1$ and $1$, so $K=2$, and $(r^2f')'$ is $-2r$ inside and $2r$ outside. Take $a=0$, $R=1$, $b=2$ and $\varphi=r^2(2-r)^2$. Then $(r^2\varphi')'=20r^4-48r^3+24r^2$, and the left side is

$$\int_0^1(1-r)(r^2\varphi')'\,dr+\int_1^2(r-1)(r^2\varphi')'\,dr=\tfrac4{15}+\tfrac{12}5=\tfrac83.$$

On the right, the piecewise integrals are $-\tfrac{11}{15}$ and $\tfrac75$, with sum $\tfrac23$. The shell adds $2R^2\varphi(1)=2$, which gives $\tfrac83$ again.

## The Lean file

```lean
import Mathlib

open Set MeasureTheory

namespace APWloDeltaShell

noncomputable section

/-- The radial flux `r² f'(r)`, with the derivative taken within the region `s`. -/
def radialFlux (s : Set ℝ) (f : ℝ → ℝ) (r : ℝ) : ℝ := r ^ 2 * derivWithin f s r

/-- The radial operator `(r² f')'`, that is `r²` times the s-wave Laplacian, within the
region `s`. -/
def radialDiv (s : Set ℝ) (f : ℝ → ℝ) (r : ℝ) : ℝ := derivWithin (radialFlux s f) s r

/-- The kink `f'(R+) - f'(R-)` at the sphere radius `R`, for `a < R < b` and `f`
differentiable on `[a,R]` and on `[R,b]`. -/
def kink (a R b : ℝ) (f : ℝ → ℝ) : ℝ :=
  derivWithin f (Icc R b) R - derivWithin f (Icc a R) R

/-- The radial flux of a C² function on an interval is C¹ there. -/
theorem radialFlux_contDiffOn {p q : ℝ} (hpq : p < q) {u : ℝ → ℝ}
    (hu : ContDiffOn ℝ 2 u (Icc p q)) :
    ContDiffOn ℝ 1 (radialFlux (Icc p q) u) (Icc p q) := by
  have h : ContDiff ℝ 1 (fun r : ℝ => r ^ 2) := by fun_prop
  exact h.contDiffOn.mul (hu.derivWithin (uniqueDiffOn_Icc hpq) one_add_one_eq_two.le)

/-- Green's first identity on one radial interval, for `u` of class C² and `w` of class C¹:
`∫ (r²u')' w` is the boundary term `[r²u'w]` minus `∫ r² u' w'`. -/
theorem green_first {p q : ℝ} (hpq : p < q) {u w : ℝ → ℝ}
    (hu : ContDiffOn ℝ 2 u (Icc p q)) (hw : ContDiffOn ℝ 1 w (Icc p q)) :
    ∫ r in p..q, radialDiv (Icc p q) u r * w r =
      radialFlux (Icc p q) u q * w q - radialFlux (Icc p q) u p * w p
        - ∫ r in p..q, radialFlux (Icc p q) u r * derivWithin w (Icc p q) r := by
  have hs := uniqueDiffOn_Icc hpq
  have hF := radialFlux_contDiffOn hpq hu
  have cF : ContinuousOn (radialDiv (Icc p q) u) (Icc p q) :=
    (hF.derivWithin (m := 0) hs (zero_add _).le).continuousOn
  have cw : ContinuousOn (derivWithin w (Icc p q)) (Icc p q) :=
    (hw.derivWithin (m := 0) hs (zero_add _).le).continuousOn
  have i1 : IntervalIntegrable (fun r => radialDiv (Icc p q) u r * w r) volume p q :=
    (cF.mul hw.continuousOn).intervalIntegrable_of_Icc hpq.le
  have i2 : IntervalIntegrable
      (fun r => radialFlux (Icc p q) u r * derivWithin w (Icc p q) r) volume p q :=
    (hF.continuousOn.mul cw).intervalIntegrable_of_Icc hpq.le
  -- the product rule for flux times `w`, integrated
  have key : ∫ r in p..q, (radialDiv (Icc p q) u r * w r
      + radialFlux (Icc p q) u r * derivWithin w (Icc p q) r) =
      radialFlux (Icc p q) u q * w q - radialFlux (Icc p q) u p * w p := by
    refine intervalIntegral.integral_eq_sub_of_hasDerivAt_of_le
      (f := fun r => radialFlux (Icc p q) u r * w r) hpq.le
      (hF.continuousOn.mul hw.continuousOn) (fun x hx => ?_) (i1.add i2)
    have hn := Icc_mem_nhds hx.1 hx.2
    have h1 := (hF.differentiableOn (by simp) x
      (Ioo_subset_Icc_self hx)).hasDerivWithinAt.hasDerivAt hn
    have h2 := (hw.differentiableOn (by simp) x
      (Ioo_subset_Icc_self hx)).hasDerivWithinAt.hasDerivAt hn
    exact h1.mul h2
  rw [intervalIntegral.integral_add i1 i2] at key
  linarith

/-- Green's second identity on one radial interval: for C² functions, moving `(r² ∂)'` from
`w` to `u` costs only boundary terms. -/
theorem green_second {p q : ℝ} (hpq : p < q) {u w : ℝ → ℝ}
    (hu : ContDiffOn ℝ 2 u (Icc p q)) (hw : ContDiffOn ℝ 2 w (Icc p q)) :
    ∫ r in p..q, u r * radialDiv (Icc p q) w r =
      (∫ r in p..q, radialDiv (Icc p q) u r * w r)
        + (u q * radialFlux (Icc p q) w q - radialFlux (Icc p q) u q * w q)
        - (u p * radialFlux (Icc p q) w p - radialFlux (Icc p q) u p * w p) := by
  have h1 := green_first hpq hu (hw.of_le one_le_two)
  have h2 := green_first hpq hw (hu.of_le one_le_two)
  have e1 : ∫ r in p..q, u r * radialDiv (Icc p q) w r =
      ∫ r in p..q, radialDiv (Icc p q) w r * u r :=
    intervalIntegral.integral_congr (fun r _ => mul_comm _ _)
  -- the gradient term is symmetric in the two functions
  have e2 : ∫ r in p..q, radialFlux (Icc p q) w r * derivWithin u (Icc p q) r =
      ∫ r in p..q, radialFlux (Icc p q) u r * derivWithin w (Icc p q) r :=
    intervalIntegral.integral_congr (fun r _ => by simp only [radialFlux]; ring)
  rw [e1]
  linarith

/-- For a C² function on `[a,b]`, the first derivative and `(r² φ')'` may be computed within
any smaller interval `[p,q]`. -/
theorem restrict_interval {a b p q : ℝ} (hap : a ≤ p) (hpq : p < q) (hqb : q ≤ b)
    {φ : ℝ → ℝ} (hφ : ContDiffOn ℝ 2 φ (Icc a b)) {r : ℝ} (hr : r ∈ Icc p q) :
    derivWithin φ (Icc p q) r = derivWithin φ (Icc a b) r ∧
      radialDiv (Icc p q) φ r = radialDiv (Icc a b) φ r := by
  have hsub : Icc p q ⊆ Icc a b := Icc_subset_Icc hap hqb
  have hs := uniqueDiffOn_Icc hpq
  have hab : a < b := by linarith
  have hd : ∀ x ∈ Icc p q, derivWithin φ (Icc p q) x = derivWithin φ (Icc a b) x :=
    fun x hx => derivWithin_subset hsub (hs x hx)
      ((hφ.of_le one_le_two).differentiableOn (by simp) x (hsub hx))
  have hF : EqOn (radialFlux (Icc p q) φ) (radialFlux (Icc a b) φ) (Icc p q) :=
    fun x hx => by simp only [radialFlux, hd x hx]
  refine ⟨hd r hr, ?_⟩
  unfold radialDiv
  rw [derivWithin_congr hF (hF hr)]
  exact derivWithin_subset hsub (hs r hr)
    ((radialFlux_contDiffOn hab hφ).differentiableOn (by simp) r (hsub hr))

/-- A C² function `u` inside the sphere and a C² function `v` outside, not necessarily matched at
`R`, tested with a C² function `φ` that vanishes with its slope at `a` and `b`: the slope jump gives
a delta shell and the value jump a dipole layer. -/
theorem shell_and_dipole {a R b : ℝ} (haR : a < R) (hRb : R < b) {u v φ : ℝ → ℝ}
    (hu : ContDiffOn ℝ 2 u (Icc a R)) (hv : ContDiffOn ℝ 2 v (Icc R b))
    (hφ : ContDiffOn ℝ 2 φ (Icc a b)) (ha : φ a = 0) (hb : φ b = 0)
    (ha' : derivWithin φ (Icc a b) a = 0) (hb' : derivWithin φ (Icc a b) b = 0) :
    (∫ r in a..R, u r * radialDiv (Icc a b) φ r)
        + (∫ r in R..b, v r * radialDiv (Icc a b) φ r) =
      (∫ r in a..R, radialDiv (Icc a R) u r * φ r)
        + (∫ r in R..b, radialDiv (Icc R b) v r * φ r)
        + R ^ 2 * (derivWithin v (Icc R b) R - derivWithin u (Icc a R) R) * φ R
        - R ^ 2 * (v R - u R) * derivWithin φ (Icc a b) R := by
  have hin := fun r (hr : r ∈ Icc a R) => restrict_interval le_rfl haR hRb.le hφ hr
  have hout := fun r (hr : r ∈ Icc R b) => restrict_interval haR.le hRb le_rfl hφ hr
  have e1 : ∫ r in a..R, u r * radialDiv (Icc a b) φ r =
      ∫ r in a..R, u r * radialDiv (Icc a R) φ r :=
    intervalIntegral.integral_congr (fun r hr => by
      rw [uIcc_of_le haR.le] at hr
      simp only [(hin r hr).2])
  have e2 : ∫ r in R..b, v r * radialDiv (Icc a b) φ r =
      ∫ r in R..b, v r * radialDiv (Icc R b) φ r :=
    intervalIntegral.integral_congr (fun r hr => by
      rw [uIcc_of_le hRb.le] at hr
      simp only [(hout r hr).2])
  rw [e1, e2, green_second haR hu (hφ.mono (Icc_subset_Icc le_rfl hRb.le)),
    green_second hRb hv (hφ.mono (Icc_subset_Icc haR.le le_rfl))]
  -- only the boundary terms at `R` survive
  simp only [radialFlux, (hin a (left_mem_Icc.2 haR.le)).1, (hin R (right_mem_Icc.2 haR.le)).1,
    (hout R (left_mem_Icc.2 hRb.le)).1, (hout b (right_mem_Icc.2 hRb.le)).1, ha, hb, ha', hb']
  ring

/-- Let `f` be C² on `[a,R]` and on `[R,b]`, and `φ` C² on `[a,b]`, vanishing with its slope at
`a` and `b`. Then `∫ f (r²φ')'` is the piecewise integral of `(r²f')' φ` plus a delta shell
of strength `R²` times the kink of `f`. -/
theorem delta_shell {a R b : ℝ} (haR : a < R) (hRb : R < b) {f φ : ℝ → ℝ}
    (hf₁ : ContDiffOn ℝ 2 f (Icc a R)) (hf₂ : ContDiffOn ℝ 2 f (Icc R b))
    (hφ : ContDiffOn ℝ 2 φ (Icc a b)) (ha : φ a = 0) (hb : φ b = 0)
    (ha' : derivWithin φ (Icc a b) a = 0) (hb' : derivWithin φ (Icc a b) b = 0) :
    ∫ r in a..b, f r * radialDiv (Icc a b) φ r =
      (∫ r in a..R, radialDiv (Icc a R) f r * φ r)
        + (∫ r in R..b, radialDiv (Icc R b) f r * φ r)
        + R ^ 2 * kink a R b f * φ R := by
  have hab := haR.trans hRb
  have c : ContinuousOn (radialDiv (Icc a b) φ) (Icc a b) :=
    ((radialFlux_contDiffOn hab hφ).derivWithin (m := 0) (uniqueDiffOn_Icc hab)
      (zero_add _).le).continuousOn
  have i1 : IntervalIntegrable (fun r => f r * radialDiv (Icc a b) φ r) volume a R :=
    (hf₁.continuousOn.mul
      (c.mono (Icc_subset_Icc le_rfl hRb.le))).intervalIntegrable_of_Icc haR.le
  have i2 : IntervalIntegrable (fun r => f r * radialDiv (Icc a b) φ r) volume R b :=
    (hf₂.continuousOn.mul
      (c.mono (Icc_subset_Icc haR.le le_rfl))).intervalIntegrable_of_Icc hRb.le
  rw [← intervalIntegral.integral_add_adjacent_intervals i1 i2,
    shell_and_dipole haR hRb hf₁ hf₂ hφ ha hb ha' hb']
  unfold kink
  ring

/-- Surface term of the gradient form, which is the kinetic energy up to a constant factor: for `f`
C² and `g` C¹ on each of `[a,R]` and `[R,b]`, with `g` zero at `a` and `b`, the gradient form
`∫ r² f' g'` is minus the piecewise Laplacian form minus `R²` times the kink of `f` times `g(R)`. -/
theorem kinetic_surface_term {a R b : ℝ} (haR : a < R) (hRb : R < b) {f g : ℝ → ℝ}
    (hf₁ : ContDiffOn ℝ 2 f (Icc a R)) (hf₂ : ContDiffOn ℝ 2 f (Icc R b))
    (hg₁ : ContDiffOn ℝ 1 g (Icc a R)) (hg₂ : ContDiffOn ℝ 1 g (Icc R b))
    (ha : g a = 0) (hb : g b = 0) :
    (∫ r in a..R, radialFlux (Icc a R) f r * derivWithin g (Icc a R) r)
        + (∫ r in R..b, radialFlux (Icc R b) f r * derivWithin g (Icc R b) r) =
      -((∫ r in a..R, radialDiv (Icc a R) f r * g r)
        + (∫ r in R..b, radialDiv (Icc R b) f r * g r))
        - R ^ 2 * kink a R b f * g R := by
  rw [green_first haR hf₁ hg₁, green_first hRb hf₂ hg₂, ha, hb]
  simp only [kink, radialFlux]
  ring

/-- A function equal to `c (r - R)` on an interval is C² there, with slope `c` and
`(r² f')' = 2 c r`. -/
theorem linear_piece {p q c R : ℝ} (hpq : p < q) {f : ℝ → ℝ}
    (hf : ∀ r ∈ Icc p q, f r = c * (r - R)) :
    ContDiffOn ℝ 2 f (Icc p q) ∧ ∀ r ∈ Icc p q,
      derivWithin f (Icc p q) r = c ∧ radialDiv (Icc p q) f r = 2 * c * r := by
  have hs := uniqueDiffOn_Icc hpq
  have hc : ContDiff ℝ 2 (fun r : ℝ => c * (r - R)) := by fun_prop
  have hd : ∀ r ∈ Icc p q, derivWithin f (Icc p q) r = c := fun r hr => by
    have h : HasDerivAt (fun r : ℝ => c * (r - R)) c r :=
      (((hasDerivAt_id' r).sub_const R).const_mul c).congr_deriv (mul_one c)
    exact (h.hasDerivWithinAt.congr hf (hf r hr)).derivWithin (hs r hr)
  refine ⟨hc.contDiffOn.congr hf, fun r hr => ⟨hd r hr, ?_⟩⟩
  have h : HasDerivAt (fun r : ℝ => r * r * c) (2 * c * r) r :=
    (((hasDerivAt_id' r).mul (hasDerivAt_id' r)).mul_const c).congr_deriv (by ring)
  have hF : ∀ x ∈ Icc p q, radialFlux (Icc p q) f x = x * x * c := fun x hx => by
    simp only [radialFlux, hd x hx]
    ring
  exact (h.hasDerivWithinAt.congr hF (hF r hr)).derivWithin (hs r hr)

/-- For the kinked function `f = |r - R|`, the distributional `(r²f')'`, tested with a C² function
`φ` that vanishes with its slope at `a` and `b`, carries a delta shell of strength `2R²`. -/
theorem abs_delta_shell {a R b : ℝ} (haR : a < R) (hRb : R < b) {φ : ℝ → ℝ}
    (hφ : ContDiffOn ℝ 2 φ (Icc a b)) (ha : φ a = 0) (hb : φ b = 0)
    (ha' : derivWithin φ (Icc a b) a = 0) (hb' : derivWithin φ (Icc a b) b = 0) :
    ∫ r in a..b, |r - R| * radialDiv (Icc a b) φ r =
      (∫ r in a..R, 2 * (-1) * r * φ r) + (∫ r in R..b, 2 * 1 * r * φ r)
        + 2 * R ^ 2 * φ R := by
  obtain ⟨c1, d1⟩ := linear_piece (c := -1) (R := R) (f := fun r => |r - R|) haR
    (fun r hr => by
      have h : |r - R| = -(r - R) := abs_of_nonpos (by linarith [hr.2])
      linarith)
  obtain ⟨c2, d2⟩ := linear_piece (c := 1) (R := R) (f := fun r => |r - R|) hRb
    (fun r hr => by
      have h : |r - R| = r - R := abs_of_nonneg (by linarith [hr.1])
      linarith)
  have e1 : ∫ r in a..R, radialDiv (Icc a R) (fun r => |r - R|) r * φ r =
      ∫ r in a..R, 2 * (-1) * r * φ r :=
    intervalIntegral.integral_congr (fun r hr => by
      rw [uIcc_of_le haR.le] at hr
      simp only [(d1 r hr).2])
  have e2 : ∫ r in R..b, radialDiv (Icc R b) (fun r => |r - R|) r * φ r =
      ∫ r in R..b, 2 * 1 * r * φ r :=
    intervalIntegral.integral_congr (fun r hr => by
      rw [uIcc_of_le hRb.le] at hr
      simp only [(d2 r hr).2])
  -- the slope jumps from `-1` to `1`
  have hk : kink a R b (fun r => |r - R|) = 2 := by
    unfold kink
    rw [(d1 R (right_mem_Icc.2 haR.le)).1, (d2 R (left_mem_Icc.2 hRb.le)).1]
    norm_num
  have h := delta_shell haR hRb c1 c2 hφ ha hb ha' hb'
  rw [e1, e2, hk] at h
  linarith

end

end APWloDeltaShell
```

```lean
#print axioms APWloDeltaShell.shell_and_dipole
#print axioms APWloDeltaShell.kinetic_surface_term
#print axioms APWloDeltaShell.abs_delta_shell
```

```
'APWloDeltaShell.shell_and_dipole' depends on axioms: [propext, Classical.choice, Quot.sound]
'APWloDeltaShell.kinetic_surface_term' depends on axioms: [propext, Classical.choice, Quot.sound]
'APWloDeltaShell.abs_delta_shell' depends on axioms: [propext, Classical.choice, Quot.sound]
```

## From Green's identities to the shell

`radialFlux_contDiffOn` shows that the flux is C¹, which makes the integrands continuous. `green_first` integrates the product rule by the fundamental theorem of calculus, and `green_second` uses it twice, with `e2` matching the gradient integrals.

`restrict_interval` shows that the derivatives of $\varphi$ on $[a,b]$ agree with those on each subinterval, endpoints included. `shell_and_dipole` can then add the two second identities; `simp` puts in the zero values of $\varphi$ and $\varphi'$ at $a$ and $b$, and `ring` collects the terms left at $R$.

`delta_shell` splits the integral at $R$ and sets both functions equal to $f$. `kinetic_surface_term` needs only `green_first` on each side. `linear_piece` computes the slope and `radialDiv` of a straight segment, from which `abs_delta_shell` obtains the strength $2R^2$.
